# The orbital frequency window of Car–Parrinello dynamics at fixed Hamiltonian

## Physical setting

Take three levels, H = diag(0, 1, 3), with the lowest one occupied: the orbital is C = (1, 0, 0)ᵀ with energy ε = 0. Displace it by X = (0, p, q)ᵀ, with complex amplitudes p and q not both zero; X is orthogonal to C. To first order in X the restoring force is −(HX − Xε), with HX − Xε = (0, p, 3q)ᵀ, so

Xᴴ(HX − Xε) / XᴴX = (|p|² + 3|q|²) / (|p|² + |q|²),

a weighted mean of the gaps 1 and 3. It lies between them and reaches each when one amplitude vanishes.

In general H is a Hermitian n×n matrix and the m columns of C are orthonormal eigenvectors with energies εᵢ. The Lagrange multipliers of the orthonormality constraint form L = CᴴHC. With fictitious mass M > 0, normalised so that the fictitious kinetic energy is M tr ĊᴴĊ for the energy tr CᴴHC, a small displacement X with CᴴX = 0 obeys M Ẍ = −(HX − XL). In this finite-basis, frozen-H model the upper end of the range of ω², the squared angular frequencies, bears on the time step, and the lower end on how far orbital motion is separated from the slower nuclear motion.

## Statement

A virtual level is a real μ with Hv = μv for some v ≠ 0 with Cᴴv = 0. Let a and b be the least and greatest virtual levels, e₀ and e₁ the least and greatest εᵢ. For every X with CᴴX = 0, `frequency_window` gives

(a − e₁) tr XᴴX ≤ Re tr Xᴴ(HX − XL) ≤ (b − e₀) tr XᴴX.

If CᴴX = 0, X ≠ 0 and HX − XL = Mω²X with ω real, so that X cos ωt solves the equation of motion above, `normal_mode_window` gives

(a − e₁)/M ≤ ω² ≤ (b − e₀)/M.

By `excitation_mode`, the matrix X whose column i is a virtual eigenvector v of level μ, with all other columns zero, is nonzero, has CᴴX = 0 and satisfies HX − XL = (μ − εᵢ)X. The choice μ = a, εᵢ = e₁ gives equality in the lower bound of `frequency_window`, and μ = b, εᵢ = e₀ gives equality in the upper one.

## Derivation

1. From HC = C diag(ε) and CᴴC = 1, L = CᴴC diag(ε) = diag(ε).

2. Let P = 1 − CCᴴ and K = (H − a)P. Then CᴴP = 0, and the adjoint of HC = CL is CᴴH = LᴴCᴴ, so

CᴴK = (Lᴴ − a)CᴴP = 0.

Hence K = PK = P(H − a)P is Hermitian. Suppose Kv = λv with v ≠ 0 and λ < 0. Then λCᴴv = CᴴKv = 0 gives Cᴴv = 0, so Pv = v and Hv = (λ + a)v, a virtual level below a. No such λ exists, K is positive semidefinite, and for a vector x with Cᴴx = 0

a xᴴx ≤ Re xᴴHx.

The virtual levels of −H are the numbers −μ ≥ −b, and the same bound for −H reads Re xᴴHx ≤ b xᴴx.

3. Let xᵢ be column i of X. Column i of XL is εᵢxᵢ, so

tr Xᴴ(HX − XL) = Σᵢ (xᵢᴴHxᵢ − εᵢ xᵢᴴxᵢ),  tr XᴴX = Σᵢ xᵢᴴxᵢ.

Each xᵢ has Cᴴxᵢ = 0. With step 2, e₀ ≤ εᵢ ≤ e₁ and xᵢᴴxᵢ ≥ 0, the real part of term i lies between (a − e₁)xᵢᴴxᵢ and (b − e₀)xᵢᴴxᵢ. Summing gives the window.

4. For a mode the middle term is Mω² tr XᴴX; dividing by M tr XᴴX > 0 bounds ω².

## What the formal version assumes

`lagrange`, `restoring`, `virtualLevels` and `excitation` are L, HX − XL, the set of μ and the single-column displacement. `hC` and `hHC` are orthonormality and the eigenvector equation, `hX` is CᴴX = 0. The docstring of `normal_mode_window` names only the mode condition and M > 0; the theorem also needs these three, hermiticity of H and X ≠ 0. `IsLeast` and `IsGreatest` include membership, so at least one occupied and one virtual level must exist. Nothing requires e₁ < a, and the lower edge may be negative. H does not respond to X, so the self-consistent part of a Kohn–Sham or Hartree–Fock Hessian is absent, as are nuclei and occupation numbers. The equation of motion and the ansatz X cos ωt are motivation only: the file takes the mode condition as the hypothesis `hmode`.

An easy mistake is to define virtual levels as the eigenvalues of H that are not among the εᵢ. For H = diag(0, 0, 1), C = (1, 0, 0)ᵀ and X = (0, 1, 0)ᵀ that would give a = 1 and a lower bound of 1, while the force vanishes. `virtualLevels` asks for orthogonality to C and so contains 0.

In Lean 4 with Mathlib:

```lean
import Mathlib

open Matrix
open scoped ComplexOrder

namespace OrbitalFrequencyWindow

variable {n m : Type*} [Fintype n] [Fintype m] [DecidableEq n] [DecidableEq m]

/-- Matrix of Lagrange multipliers `L = Cᴴ H C`. -/
def lagrange (H : Matrix n n ℂ) (C : Matrix n m ℂ) : Matrix m m ℂ := Cᴴ * H * C

/-- The matrix `H X - X L`, the negative of the restoring force on an orbital displacement `X` at fixed `H`. -/
def restoring (H : Matrix n n ℂ) (C X : Matrix n m ℂ) : Matrix n m ℂ :=
  H * X - X * lagrange H C

/-- Virtual levels: eigenvalues of `H` with an eigenvector orthogonal to all columns of `C`. -/
def virtualLevels (H : Matrix n n ℂ) (C : Matrix n m ℂ) : Set ℝ :=
  {μ | ∃ v : n → ℂ, v ≠ 0 ∧ Cᴴ *ᵥ v = 0 ∧ H *ᵥ v = (μ : ℂ) • v}

/-- Single excitation: the displacement of orbital `i` alone along the vector `v`. -/
def excitation (v : n → ℂ) (i : m) : Matrix n m ℂ :=
  Matrix.of fun k j => if j = i then v k else 0

omit [DecidableEq n] in
/-- For orthonormal eigenvector columns, `L` is the diagonal matrix of occupied levels. -/
theorem lagrange_eq_diagonal {H : Matrix n n ℂ} {C : Matrix n m ℂ} {ε : m → ℝ}
    (hC : Cᴴ * C = 1) (hHC : H * C = C * diagonal fun i => (ε i : ℂ)) :
    lagrange H C = diagonal fun i => (ε i : ℂ) := by
  rw [lagrange, Matrix.mul_assoc, hHC, ← Matrix.mul_assoc, hC, Matrix.one_mul]

/-- For Hermitian `H` and `C` with orthonormal columns and `H C = C L`, a lower bound `a` of the virtual levels
gives `a xᴴ x ≤ Re xᴴ H x` for all `x` orthogonal to the occupied space. -/
theorem virtual_rayleigh_lower {H : Matrix n n ℂ} {C : Matrix n m ℂ} {L : Matrix m m ℂ}
    (hH : H.IsHermitian) (hC : Cᴴ * C = 1) (hHC : H * C = C * L) {a : ℝ}
    (ha : ∀ μ ∈ virtualLevels H C, a ≤ μ) (x : n → ℂ) (hx : Cᴴ *ᵥ x = 0) :
    a * (star x ⬝ᵥ x).re ≤ (star x ⬝ᵥ H *ᵥ x).re := by
  obtain ⟨P, hPdef⟩ : ∃ P : Matrix n n ℂ, P = 1 - C * Cᴴ := ⟨_, rfl⟩
  obtain ⟨M, hMdef⟩ : ∃ M : Matrix n n ℂ, M = H - (a : ℂ) • (1 : Matrix n n ℂ) := ⟨_, rfl⟩
  have hP : Pᴴ = P := by simp [hPdef, conjTranspose_sub, conjTranspose_mul]
  have hM : Mᴴ = M := by simp [hMdef, conjTranspose_sub, conjTranspose_smul, hH.eq]
  have hCP : Cᴴ * P = 0 := by
    rw [hPdef, Matrix.mul_sub, Matrix.mul_one, ← Matrix.mul_assoc, hC, Matrix.one_mul, sub_self]
  have hPx : ∀ y : n → ℂ, Cᴴ *ᵥ y = 0 → P *ᵥ y = y := fun y hy => by
    rw [hPdef, sub_mulVec, one_mulVec, ← mulVec_mulVec, hy, mulVec_zero, sub_zero]
  have hMx : ∀ y : n → ℂ, M *ᵥ y = H *ᵥ y - (a : ℂ) • y := fun y => by
    rw [hMdef, sub_mulVec, smul_mulVec, one_mulVec]
  have hCH : Cᴴ * H = Lᴴ * Cᴴ := by
    have := congrArg conjTranspose hHC
    rwa [conjTranspose_mul, conjTranspose_mul, hH.eq] at this
  -- `H - a` keeps the virtual space invariant
  have hCMP : Cᴴ * (M * P) = 0 := by
    rw [← Matrix.mul_assoc, hMdef, Matrix.mul_sub, Matrix.mul_smul, Matrix.mul_one, hCH,
      Matrix.sub_mul, Matrix.smul_mul, Matrix.mul_assoc, hCP]
    simp
  have hPMP : P * (M * P) = M * P :=
    calc P * (M * P) = (1 - C * Cᴴ) * (M * P) := by rw [← hPdef]
      _ = M * P := by
        rw [Matrix.sub_mul, Matrix.one_mul, Matrix.mul_assoc, hCMP, Matrix.mul_zero, sub_zero]
  have hK : (M * P).IsHermitian := by
    show (M * P)ᴴ = M * P
    rw [← hPMP]
    simp only [conjTranspose_mul, hP, hM, Matrix.mul_assoc]
  -- a negative eigenvalue of `(H - a) P` would give a virtual level below `a`
  have hpsd : (M * P).PosSemidef := by
    refine hK.posSemidef_iff_eigenvalues_nonneg.2 fun j => ?_
    show 0 ≤ hK.eigenvalues j
    by_contra hneg
    have hlt : hK.eigenvalues j < 0 := not_le.1 hneg
    obtain ⟨v, hv0, hv⟩ : ∃ v : n → ℂ, v ≠ 0 ∧
        (M * P) *ᵥ v = ((hK.eigenvalues j : ℝ) : ℂ) • v := by
      refine ⟨(hK.eigenvectorBasis j).ofLp, fun h => ?_, ?_⟩
      · apply hK.eigenvectorBasis.orthonormal.ne_zero j
        ext k
        simpa using congrFun h k
      · rw [hK.mulVec_eigenvectorBasis]
        ext k
        simp
    have hCv : Cᴴ *ᵥ v = 0 := by
      have h : ((hK.eigenvalues j : ℝ) : ℂ) • (Cᴴ *ᵥ v) = 0 := by
        rw [← mulVec_smul, ← hv, mulVec_mulVec, hCMP, zero_mulVec]
      exact (smul_eq_zero.1 h).resolve_left (Complex.ofReal_ne_zero.2 hlt.ne)
    rw [← mulVec_mulVec, hPx v hCv, hMx, sub_eq_iff_eq_add, ← add_smul,
      ← Complex.ofReal_add] at hv
    have := ha _ ⟨v, hv0, hCv, hv⟩
    linarith
  have h := (Complex.le_def.1 (hpsd.dotProduct_mulVec_nonneg x)).1
  rw [← mulVec_mulVec, hPx x hx, hMx, dotProduct_sub, dotProduct_smul, smul_eq_mul,
    Complex.sub_re, Complex.re_ofReal_mul, Complex.zero_re] at h
  linarith

/-- Likewise an upper bound `b` of the virtual levels gives `Re xᴴ H x ≤ b xᴴ x`. -/
theorem virtual_rayleigh_upper {H : Matrix n n ℂ} {C : Matrix n m ℂ} {L : Matrix m m ℂ}
    (hH : H.IsHermitian) (hC : Cᴴ * C = 1) (hHC : H * C = C * L) {b : ℝ}
    (hb : ∀ μ ∈ virtualLevels H C, μ ≤ b) (x : n → ℂ) (hx : Cᴴ *ᵥ x = 0) :
    (star x ⬝ᵥ H *ᵥ x).re ≤ b * (star x ⬝ᵥ x).re := by
  have h := virtual_rayleigh_lower (L := -L) (a := -b) hH.neg hC
    (by rw [Matrix.neg_mul, Matrix.mul_neg, hHC]) (by
      rintro μ ⟨v, h0, h1, h2⟩
      have : -μ ≤ b := hb _ ⟨v, h0, h1, by
        rw [Complex.ofReal_neg, neg_smul, ← h2, neg_mulVec, neg_neg]⟩
      linarith) x hx
  rw [neg_mulVec, dotProduct_neg, Complex.neg_re] at h
  linarith

/-- For Hermitian `H`, orthonormal eigenvector columns `C` and `Cᴴ X = 0`, `Re tr Xᴴ (H X - X L)` lies between (lowest virtual minus
highest occupied) and (highest virtual minus lowest occupied level) times `tr Xᴴ X`. -/
theorem frequency_window {H : Matrix n n ℂ} {C X : Matrix n m ℂ} {ε : m → ℝ}
    {a b e₀ e₁ : ℝ} (hH : H.IsHermitian) (hC : Cᴴ * C = 1)
    (hHC : H * C = C * diagonal fun i => (ε i : ℂ))
    (ha : IsLeast (virtualLevels H C) a) (hb : IsGreatest (virtualLevels H C) b)
    (h₀ : IsLeast (Set.range ε) e₀) (h₁ : IsGreatest (Set.range ε) e₁) (hX : Cᴴ * X = 0) :
    (a - e₁) * (Xᴴ * X).trace.re ≤ (Xᴴ * restoring H C X).trace.re ∧
      (Xᴴ * restoring H C X).trace.re ≤ (b - e₀) * (Xᴴ * X).trace.re := by
  -- both traces split over the columns of `X`
  have t1 : (Xᴴ * X).trace = ∑ i, star (fun k => X k i) ⬝ᵥ fun k => X k i := by
    rfl
  have t2 : (Xᴴ * restoring H C X).trace = ∑ i, (star (fun k => X k i) ⬝ᵥ H *ᵥ (fun k => X k i)
      - (ε i : ℂ) * (star (fun k => X k i) ⬝ᵥ fun k => X k i)) := by
    refine Finset.sum_congr rfl fun i _ => ?_
    rw [restoring, lagrange_eq_diagonal hC hHC, diag_apply, Matrix.mul_apply]
    simp only [conjTranspose_apply, Matrix.sub_apply, mul_diagonal, dotProduct, Pi.star_apply]
    rw [Finset.mul_sum, ← Finset.sum_sub_distrib]
    refine Finset.sum_congr rfl fun k _ => ?_
    have : (H * X) k i = (H *ᵥ fun k => X k i) k := rfl
    rw [this]
    ring
  have hc : ∀ i, Cᴴ *ᵥ (fun k => X k i) = 0 := fun i =>
    funext fun j => congrFun (congrFun hX j) i
  have hn : ∀ i, 0 ≤ (star (fun k => X k i) ⬝ᵥ fun k => X k i).re := fun i =>
    (Complex.le_def.1 (dotProduct_star_self_nonneg fun k => X k i)).1
  rw [t1, t2, Complex.re_sum, Complex.re_sum, Finset.mul_sum, Finset.mul_sum]
  constructor <;> refine Finset.sum_le_sum fun i _ => ?_
  · rw [Complex.sub_re, Complex.re_ofReal_mul]
    nlinarith [virtual_rayleigh_lower hH hC hHC (fun μ h => ha.2 h) _ (hc i),
      mul_nonneg (sub_nonneg.2 (h₁.2 ⟨i, rfl⟩)) (hn i)]
  · rw [Complex.sub_re, Complex.re_ofReal_mul]
    nlinarith [virtual_rayleigh_upper hH hC hHC (fun μ h => hb.2 h) _ (hc i),
      mul_nonneg (sub_nonneg.2 (h₀.2 ⟨i, rfl⟩)) (hn i)]

/-- A normal mode `H X - X L = M ω² X` with fictitious mass `M > 0` has `ω²` between the
two window edges divided by `M`. -/
theorem normal_mode_window {H : Matrix n n ℂ} {C X : Matrix n m ℂ} {ε : m → ℝ}
    {a b e₀ e₁ M ω : ℝ} (hH : H.IsHermitian) (hC : Cᴴ * C = 1)
    (hHC : H * C = C * diagonal fun i => (ε i : ℂ))
    (ha : IsLeast (virtualLevels H C) a) (hb : IsGreatest (virtualLevels H C) b)
    (h₀ : IsLeast (Set.range ε) e₀) (h₁ : IsGreatest (Set.range ε) e₁) (hX : Cᴴ * X = 0)
    (hX0 : X ≠ 0) (hM : 0 < M) (hmode : restoring H C X = ((M * ω ^ 2 : ℝ) : ℂ) • X) :
    (a - e₁) / M ≤ ω ^ 2 ∧ ω ^ 2 ≤ (b - e₀) / M := by
  have h := frequency_window hH hC hHC ha hb h₀ h₁ hX
  rw [hmode, Matrix.mul_smul, trace_smul, smul_eq_mul, Complex.re_ofReal_mul] at h
  have hpos : 0 < (Xᴴ * X).trace := lt_of_le_of_ne
    (posSemidef_conjTranspose_mul_self X).trace_nonneg
    fun h0 => hX0 (trace_conjTranspose_mul_self_eq_zero_iff.1 h0.symm)
  have hre : 0 < (Xᴴ * X).trace.re := (Complex.lt_def.1 hpos).1
  rw [div_le_iff₀ hM, le_div_iff₀ hM, mul_comm (ω ^ 2)]
  exact ⟨le_of_mul_le_mul_right h.1 hre, le_of_mul_le_mul_right h.2 hre⟩

omit [DecidableEq n] in
/-- The excitation of orbital `i` along a virtual eigenvector of level `μ` is a
nonzero displacement with `Cᴴ X = 0` and `H X - X L = (μ - ε i) X`. -/
theorem excitation_mode {H : Matrix n n ℂ} {C : Matrix n m ℂ} {ε : m → ℝ} {μ : ℝ}
    {v : n → ℂ} (hC : Cᴴ * C = 1) (hHC : H * C = C * diagonal fun i => (ε i : ℂ))
    (hv : v ≠ 0) (hCv : Cᴴ *ᵥ v = 0) (hHv : H *ᵥ v = (μ : ℂ) • v) (i : m) :
    excitation v i ≠ 0 ∧ Cᴴ * excitation v i = 0 ∧
      restoring H C (excitation v i) = ((μ - ε i : ℝ) : ℂ) • excitation v i := by
  refine ⟨fun h => hv (funext fun k => ?_), ?_, ?_⟩
  · simpa [excitation] using congrFun (congrFun h k) i
  · ext k j
    have := congrFun hCv k
    by_cases h : j = i
    · simpa [excitation, Matrix.mul_apply, mulVec, dotProduct, h] using this
    · simp [excitation, Matrix.mul_apply, h]
  · have e : H * excitation v i = excitation (H *ᵥ v) i := by
      ext k j
      by_cases h : j = i <;> simp [excitation, Matrix.mul_apply, mulVec, dotProduct, h]
    rw [restoring, lagrange_eq_diagonal hC hHC, e, hHv]
    ext k j
    by_cases h : j = i <;> simp [excitation, mul_diagonal, h]
    ring

/-- Three levels `0, 1, 3` with the lowest occupied: virtual levels range from `1` to `3`,
and `(0, 1, 1)` is a displacement orthogonal to the occupied orbital. -/
theorem frequency_window_witness :
    let H : Matrix (Fin 3) (Fin 3) ℂ := !![0, 0, 0; 0, 1, 0; 0, 0, 3]
    let C : Matrix (Fin 3) (Fin 1) ℂ := !![1; 0; 0]
    H.IsHermitian ∧ Cᴴ * C = 1 ∧ (H * C = C * diagonal fun _ => ((0 : ℝ) : ℂ)) ∧
      IsLeast (virtualLevels H C) 1 ∧ IsGreatest (virtualLevels H C) 3 ∧
      Cᴴ * (!![0; 1; 1] : Matrix (Fin 3) (Fin 1) ℂ) = 0 := by
  intro H C
  have key : ∀ μ ∈ virtualLevels H C, μ = 1 ∨ μ = 3 := by
    rintro μ ⟨v, hv, hc, he⟩
    have h0 : v 0 = 0 := by
      simpa [C, mulVec, dotProduct, Fin.sum_univ_succ] using congrFun hc 0
    have h1 : v 1 = μ * v 1 := by
      simpa [H, mulVec, dotProduct, Fin.sum_univ_succ] using congrFun he 1
    have h2 : 3 * v 2 = μ * v 2 := by
      simpa [H, mulVec, dotProduct, Fin.sum_univ_succ] using congrFun he 2
    by_contra hne
    rw [not_or] at hne
    have n1 : (μ : ℂ) - 1 ≠ 0 := sub_ne_zero.2 (by exact_mod_cast hne.1)
    have n3 : (μ : ℂ) - 3 ≠ 0 := sub_ne_zero.2 (by exact_mod_cast hne.2)
    have z1 : v 1 = 0 := (mul_eq_zero.1
      (show ((μ : ℂ) - 1) * v 1 = 0 by linear_combination -h1)).resolve_left n1
    have z2 : v 2 = 0 := (mul_eq_zero.1
      (show ((μ : ℂ) - 3) * v 2 = 0 by linear_combination -h2)).resolve_left n3
    apply hv
    ext k
    fin_cases k <;> simp [h0, z1, z2]
  have hHC : H * C = C * diagonal fun _ => ((0 : ℝ) : ℂ) := by
    ext i j
    show ∑ k : Fin 3, H i k * C k j
      = ∑ k : Fin 1, C i k * diagonal (fun _ : Fin 1 => ((0 : ℝ) : ℂ)) k j
    fin_cases i <;> fin_cases j <;> simp [H, C, Fin.sum_univ_succ]
  refine ⟨?_, ?_, hHC, ⟨⟨![0, 1, 0], by simp, ?_, ?_⟩, fun μ h => ?_⟩,
    ⟨⟨![0, 0, 1], by simp, ?_, ?_⟩, fun μ h => ?_⟩, ?_⟩
  all_goals first
    | (rcases key μ h with r | r <;> rw [r] <;> norm_num)
    | (ext i j; fin_cases i <;> fin_cases j <;>
        simp [H, C, Matrix.mul_apply, Fin.sum_univ_succ])
    | (ext i; fin_cases i <;> simp [H, C, mulVec, dotProduct, Fin.sum_univ_succ])

end OrbitalFrequencyWindow
```

```lean
#print axioms OrbitalFrequencyWindow.frequency_window
-- 'OrbitalFrequencyWindow.frequency_window' depends on axioms: [propext, Classical.choice, Quot.sound]
#print axioms OrbitalFrequencyWindow.normal_mode_window
-- 'OrbitalFrequencyWindow.normal_mode_window' depends on axioms: [propext, Classical.choice, Quot.sound]
#print axioms OrbitalFrequencyWindow.excitation_mode
-- 'OrbitalFrequencyWindow.excitation_mode' depends on axioms: [propext, Classical.choice, Quot.sound]
```

## Notes on the proof

`lagrange_eq_diagonal` is step 1. `virtual_rayleigh_lower` is step 2 for any L with HC = CL. Its local `M` is H − a, not the mass, so K is `M * P`. There `hCMP` is CᴴK = 0, `hPMP` and `hK` give hermiticity, and `hpsd` takes v from `hK.eigenvectorBasis` and feeds the level λ + a to `ha`. `virtual_rayleigh_upper` calls it with `hH.neg`, `L := -L` and `a := -b`.

In `frequency_window`, `t1` and `t2` are the column sums, with xᵢ written `fun k => X k i`. After `Finset.sum_le_sum`, `nlinarith` combines the Rayleigh bound with (e₁ − εᵢ)xᵢᴴxᵢ ≥ 0 or (εᵢ − e₀)xᵢᴴxᵢ ≥ 0. In `normal_mode_window`, `hpos` is tr XᴴX > 0 for X ≠ 0. `excitation_mode` works entry by entry and does not use hermiticity of H.

`frequency_window_witness` is the opening example: it checks `hH`, `hC`, `hHC`, a = 1, b = 3 and CᴴX = 0 for p = q = 1. Its `key` reads the eigenvalue equation by components to force μ = 1 or μ = 3.
